# At fixed density, the Becke 1988 gradient sum on a finite grid has a ceiling in its parameter

Suppose the Becke 1988 exchange parameter is refitted to lower the exchange energy of a system, and the target asks for too large a gradient correction. With the density held fixed, an optimiser can then keep raising the parameter while the energy stalls short of the target. Scaling the current correction in proportion to the parameter gives no warning, since it predicts that doubling the parameter doubles the correction. For a density held fixed on a finite grid with positive quadrature weights, the true response is weaker than proportional and has a limit that can be computed before any fitting.

## Response of the gradient sum to its parameter

The parameter, usually written $\beta$, is called $b$ here. For spin density $\rho_\sigma$, the reduced gradient is $x=|\nabla\rho_\sigma|/\rho_\sigma^{4/3}$. At grid point $i$ it has the value $x_i>0$, and the weight $w_i>0$ is the quadrature weight times $\rho_\sigma^{4/3}$. The index $i$ may run over both points and spins. The gradient correction to the exchange energy is $-S(b)$, with

$$S(b)=\sum_i w_i\,\frac{b x_i^2}{1+6b x_i a_i},\qquad a_i=\operatorname{arsinh}x_i>0 .$$

The factor $6b$ in the denominator ties the large-gradient form to the small-gradient coefficient $b$. In atomic units, it gives the exchange energy density the tail $-\rho_\sigma/(2r)$ for an exponentially decaying density at distance $r$.

The claim is that, on a nonempty grid, for $b>0$ and $L>1$,

$$S(b)<S(Lb)<L\,S(b),\qquad S(b)\to M=\sum_i \frac{w_i x_i}{6a_i}\quad(b\to\infty).$$

Take one point and drop the index. Both denominators are positive, so the inequalities can be cross-multiplied. For the first, the right side minus the left is

$$Lbx^2(1+6bxa)-bx^2(1+6Lbxa)=(L-1)bx^2>0 .$$

For the second, it is

$$Lbx^2(1+6Lbxa)-Lbx^2(1+6bxa)=(L-1)\,Lbx^2\cdot 6bxa>0 .$$

Multiplying by $w_i$ and summing gives the scaling bounds. The distance of one term from its limit is

$$\frac{x}{6a}-\frac{bx^2}{1+6bxa}=\frac{x(1+6bxa)-6abx^2}{6a(1+6bxa)}=\frac{x}{6a(1+6bxa)} .$$

This is positive, and since $1+6bxa>6bxa$, it is smaller than $1/(36a^2b)$. Summation gives

$$0<M-S(b)<\frac{C}{b},\qquad C=\sum_i\frac{w_i}{36a_i^2},$$

and the limit follows because $C/b\to0$. No positive $b$ reaches a target $S\ge M$.

The factors $1$ and $L$ are both approached. Write $S(b)=b\,G(b)$ with $G(b)=\sum_i w_ix_i^2/(1+6bx_ia_i)$, which is continuous at $0$ with $G(0)=\sum_i w_ix_i^2>0$. Then

$$\frac{S(Lb)}{S(b)}=L\,\frac{G(Lb)}{G(b)}\to L\quad(b\to0^+),\qquad \frac{S(Lb)}{S(b)}\to\frac{M}{M}=1\quad(b\to\infty).$$

## The gradient term, its grid sum and the ceiling in Lean

```lean
import Mathlib

open Filter Topology

namespace BeckeRefit

noncomputable section

/-- The Becke 1988 gradient term `b x² / (1 + 6 b x arsinh x)` at reduced gradient `x`, with
parameter `b`; it is meant for `b > 0` and `x ≥ 0`, where the denominator is positive. -/
def b88Term (b x : ℝ) : ℝ := b * x ^ 2 / (1 + 6 * b * x * Real.arsinh x)
```

`b88Term b x` is the term at one point, without weight or sign. It is defined for all real arguments; the theorems supply the positivity.

```lean
variable {ι : Type*} [Fintype ι]

/-- The gradient correction summed over a grid with weights `w i` and reduced gradients `x i`,
as a function of the parameter `b`. -/
def gradientSum (w x : ι → ℝ) (b : ℝ) : ℝ := ∑ i, w i * b88Term b (x i)
```

The finite type `ι` labels the grid points, and `gradientSum w x b` is $S(b)$. Because `w` and `x` do not depend on `b`, the density is frozen. In a self-consistent refit the density responds to $b$, and the hypotheses say nothing about that response.

```lean
/-- The grid sum of `x / (6 arsinh x)`, meant for nonzero reduced gradients. -/
def ceiling (w x : ι → ℝ) : ℝ := ∑ i, w i * (x i / (6 * Real.arsinh (x i)))
```

`ceiling w x` is $M$; the name has nothing to do with rounding up to an integer. Points with $x_i=0$ add nothing to $S$ and should be removed before the theorems are applied.

## Inequalities at one grid point

```lean
/-- At one point with `x > 0`, multiplying a positive parameter by `L > 1` raises the gradient
term, but by less than the factor `L`. -/
theorem b88Term_scaling {b x L : ℝ} (hb : 0 < b) (hx : 0 < x) (hL : 1 < L) :
    b88Term b x < b88Term (L * b) x ∧ b88Term (L * b) x < L * b88Term b x := by
  have ha : 0 < Real.arsinh x := Real.arsinh_pos_iff.2 hx
  have hL0 : 0 < L := by linarith
  have hL1 : 0 < L - 1 := by linarith
  have d1 : 0 < 1 + 6 * b * x * Real.arsinh x := by positivity
  have d2 : 0 < 1 + 6 * (L * b) * x * Real.arsinh x := by positivity
  unfold b88Term
  constructor
  · rw [div_lt_div_iff₀ d1 d2]
    have h : 0 < (L - 1) * (b * x ^ 2) := by positivity
    nlinarith [h]
  · rw [← mul_div_assoc, div_lt_div_iff₀ d2 d1]
    have h : 0 < (L - 1) * (L * b * x ^ 2 * (6 * b * x * Real.arsinh x)) := by positivity
    nlinarith [h]
```

The two parts of the conclusion are the two scaling inequalities at one point. `div_lt_div_iff₀` cross-multiplies, and each `h` is the positive difference computed above, from which `nlinarith` finishes.

```lean
/-- For `b > 0` and `x > 0`, the exact amount by which the gradient term stays below
`x / (6 arsinh x)`. -/
theorem b88Term_gap {b x : ℝ} (hb : 0 < b) (hx : 0 < x) :
    x / (6 * Real.arsinh x) - b88Term b x =
      x / (6 * Real.arsinh x * (1 + 6 * b * x * Real.arsinh x)) := by
  have ha : 0 < Real.arsinh x := Real.arsinh_pos_iff.2 hx
  have h1 : 6 * Real.arsinh x ≠ 0 := by positivity
  have h2 : 1 + 6 * b * x * Real.arsinh x ≠ 0 := by positivity
  unfold b88Term
  rw [div_sub_div _ _ h1 h2]
  congr 1
  ring
```

This is the exact gap. `div_sub_div` forms the common denominator, and `ring` checks that the numerator reduces to $x$.

## Distance from the ceiling and the main theorem

```lean
variable [Nonempty ι]

/-- On a nonempty grid with positive weights and reduced gradients, the gradient sum at `b > 0`
lies strictly below the ceiling, at a distance smaller than a grid constant divided by `b`. -/
theorem ceiling_gap_bounds {w x : ι → ℝ} (hw : ∀ i, 0 < w i) (hx : ∀ i, 0 < x i)
    {b : ℝ} (hb : 0 < b) :
    0 < ceiling w x - gradientSum w x b ∧
      ceiling w x - gradientSum w x b <
        (∑ i, w i / (36 * Real.arsinh (x i) ^ 2)) / b := by
  have key : ∀ i, 0 < w i * (x i / (6 * Real.arsinh (x i))) - w i * b88Term b (x i) ∧
      w i * (x i / (6 * Real.arsinh (x i))) - w i * b88Term b (x i) <
        w i / (36 * Real.arsinh (x i) ^ 2) / b := by
    intro i
    have hwi := hw i
    have hxi := hx i
    have ha : 0 < Real.arsinh (x i) := Real.arsinh_pos_iff.2 hxi
    rw [← mul_sub, b88Term_gap hb hxi]
    refine ⟨by positivity, ?_⟩
    rw [div_div, ← mul_div_assoc, div_lt_div_iff₀ (by positivity) (by positivity)]
    nlinarith [mul_pos hwi ha]
  unfold ceiling gradientSum
  rw [← Finset.sum_sub_distrib, Finset.sum_div]
  exact ⟨Finset.sum_pos (fun i _ => (key i).1) Finset.univ_nonempty,
    Finset.sum_lt_sum_of_nonempty Finset.univ_nonempty (fun i _ => (key i).2)⟩
```

From here on the grid is nonempty. The theorem states $0<M-S(b)<C/b$ for every $b>0$. The local fact `key` gives both bounds at each point; after cross-multiplication the two sides of the upper bound differ by $6w_ia_i$, which is why `nlinarith` receives the positivity of $w_ia_i$. Strict inequalities are then summed over the nonempty grid.

```lean
/-- On a nonempty grid with positive weights and reduced gradients, multiplying a positive Becke
parameter by `L > 1` raises the gradient sum by a factor strictly between `1` and `L`, and the
sum tends to the ceiling `∑ w x / (6 arsinh x)` as the parameter tends to infinity. -/
theorem refit_limits {w x : ι → ℝ} (hw : ∀ i, 0 < w i) (hx : ∀ i, 0 < x i) :
    (∀ b L : ℝ, 0 < b → 1 < L →
      gradientSum w x b < gradientSum w x (L * b) ∧
        gradientSum w x (L * b) < L * gradientSum w x b) ∧
    Tendsto (gradientSum w x) atTop (𝓝 (ceiling w x)) := by
  constructor
  · intro b L hb hL
    unfold gradientSum
    constructor
    · exact Finset.sum_lt_sum_of_nonempty Finset.univ_nonempty (fun i _ =>
        mul_lt_mul_of_pos_left (b88Term_scaling hb (hx i) hL).1 (hw i))
    · rw [Finset.mul_sum]
      refine Finset.sum_lt_sum_of_nonempty Finset.univ_nonempty (fun i _ => ?_)
      have h := mul_lt_mul_of_pos_left (b88Term_scaling hb (hx i) hL).2 (hw i)
      linarith
  · -- squeeze the sum between the ceiling minus `C / b` and the ceiling
    have hC : Tendsto (fun b : ℝ => (∑ i, w i / (36 * Real.arsinh (x i) ^ 2)) / b)
        atTop (𝓝 0) := tendsto_const_nhds.div_atTop tendsto_id
    have hlow : Tendsto
        (fun b : ℝ => ceiling w x - (∑ i, w i / (36 * Real.arsinh (x i) ^ 2)) / b)
        atTop (𝓝 (ceiling w x - 0)) := tendsto_const_nhds.sub hC
    rw [sub_zero] at hlow
    refine tendsto_of_tendsto_of_tendsto_of_le_of_le' hlow tendsto_const_nhds ?_ ?_
    · filter_upwards [eventually_gt_atTop (0 : ℝ)] with b hb
      linarith [(ceiling_gap_bounds hw hx hb).2]
    · filter_upwards [eventually_gt_atTop (0 : ℝ)] with b hb
      linarith [(ceiling_gap_bounds hw hx hb).1]
```

`refit_limits` is the full claim: the scaling bounds for all $b>0$ and $L>1$, and convergence to $M$ as `b` runs along `atTop`, that is, to $+\infty$. The first half sums `b88Term_scaling` with the weights. The second squeezes $S(b)$ between $M-C/b$ and $M$, using the gap bounds for positive $b$.

For electronic-structure work, this limits a one-parameter refit with $b>0$ on a frozen density to corrections smaller than $M$ in magnitude. It concerns a single sum: a reaction energy contains differences of such sums, to which the scaling bounds do not carry over.

## Both scaling factors are approached

```lean
/-- On a nonempty grid with positive weights and reduced gradients, multiplying the parameter by
`L` multiplies the gradient sum by a factor that tends to `L` as the parameter tends to zero
from above. -/
theorem ratio_small_parameter {w x : ι → ℝ} (hw : ∀ i, 0 < w i) (hx : ∀ i, 0 < x i) (L : ℝ) :
    Tendsto (fun b => gradientSum w x (L * b) / gradientSum w x b) (𝓝[>] 0) (𝓝 L) := by
  -- split off the linear factor: the sum is `b * G b` with `G` continuous and positive at zero
  obtain ⟨G, hS, hG, hpos⟩ : ∃ G : ℝ → ℝ, (∀ b, gradientSum w x b = b * G b) ∧
      Tendsto G (𝓝 0) (𝓝 (G 0)) ∧ 0 < G 0 := by
    refine ⟨fun b => ∑ i, w i * x i ^ 2 / (1 + 6 * b * x i * Real.arsinh (x i)),
      fun b => ?_, ?_, ?_⟩
    · unfold gradientSum b88Term
      rw [Finset.mul_sum]
      refine Finset.sum_congr rfl (fun i _ => ?_)
      ring
    · refine tendsto_finsetSum _ (fun i _ => ?_)
      have h : ContinuousAt
          (fun b : ℝ => w i * x i ^ 2 / (1 + 6 * b * x i * Real.arsinh (x i))) 0 :=
        ContinuousAt.div (by fun_prop) (by fun_prop) (by simp)
      exact h
    · refine Finset.sum_pos (fun i _ => ?_) Finset.univ_nonempty
      have hwi := hw i
      have hxi := hx i
      simp only [mul_zero, zero_mul, add_zero, div_one]
      positivity
  have hc : Continuous (fun b : ℝ => L * b) := by fun_prop
  have hl := hc.tendsto 0
  simp only [mul_zero] at hl
  have hr : Tendsto (fun b => L * G (L * b) / G b) (𝓝 0) (𝓝 (L * G 0 / G 0)) :=
    ((hG.comp hl).const_mul L).div hG hpos.ne'
  rw [mul_div_cancel_right₀ L hpos.ne'] at hr
  refine (hr.mono_left nhdsWithin_le_nhds).congr' ?_
  filter_upwards [self_mem_nhdsWithin] with b hb
  have hb0 : b ≠ 0 := ne_of_gt hb
  rw [hS (L * b), hS b, show L * b * G (L * b) = b * (L * G (L * b)) by ring,
    mul_div_mul_left _ _ hb0]
```

The filter `𝓝[>] 0` expresses $b\to0^+$. The proof obtains `G` with the factorisation, continuity at zero and positivity used above, takes the limit of $L\,G(Lb)/G(b)$, and cancels $b$ where $b>0$. The theorem holds for every real $L$, although the scaling bounds concern $L>1$.

```lean
/-- On a nonempty grid with positive weights and reduced gradients, multiplying the parameter by
a fixed `L > 0` multiplies the gradient sum by a factor that tends to `1` as the parameter tends
to infinity. -/
theorem ratio_large_parameter {w x : ι → ℝ} (hw : ∀ i, 0 < w i) (hx : ∀ i, 0 < x i)
    {L : ℝ} (hL : 0 < L) :
    Tendsto (fun b => gradientSum w x (L * b) / gradientSum w x b) atTop (𝓝 1) := by
  have hM : 0 < ceiling w x := by
    refine Finset.sum_pos (fun i _ => ?_) Finset.univ_nonempty
    have hwi := hw i
    have hxi := hx i
    have ha : 0 < Real.arsinh (x i) := Real.arsinh_pos_iff.2 hxi
    positivity
  have hT := (refit_limits hw hx).2
  have hl : Tendsto (fun b : ℝ => L * b) atTop atTop := tendsto_id.const_mul_atTop hL
  -- numerator and denominator approach the same positive ceiling
  have h := (hT.comp hl).div hT hM.ne'
  rw [div_self hM.ne'] at h
  exact h

end

end BeckeRefit
```

For fixed $L>0$, numerator and denominator both tend to $M$. `hM` shows that $M$ is positive, so the limits may be divided.

A different model would replace the grid sum by an integral over space. The strict inequalities would then need a positive gradient on a set of positive weight, and a finite ceiling would need $\rho_\sigma^{4/3}x/\operatorname{arsinh}x$ to be integrable. The $C/b$ estimate would also require integrability of $\rho_\sigma^{4/3}/\operatorname{arsinh}^2x$, which is a separate condition where the gradient becomes small. On a finite grid with positive $x_i$, all these sums are finite.

```lean
#print axioms BeckeRefit.ratio_small_parameter
#print axioms BeckeRefit.ratio_large_parameter
```

```
'BeckeRefit.ratio_small_parameter' depends on axioms: [propext, Classical.choice, Quot.sound]
'BeckeRefit.ratio_large_parameter' depends on axioms: [propext, Classical.choice, Quot.sound]
```
